# The smallest imaginary part a global phase can leave in an orbital on a finite grid

## Orbitals, phases and squared norms

An orbital is a function \(\psi\) from a finite set `n` of grid points to \(\mathbb C\). No geometry is attached to the grid, and no Hamiltonian enters. Sums over points \(x\) carry no volume element; a uniform one would multiply every quadratic quantity below by the same constant.

```lean
import Mathlib

open Complex

namespace GammaPointOrbitals

noncomputable section

variable {n : Type*} [Fintype n]
```

A global phase acts by \(\psi(x)\mapsto e^{it}\psi(x)\), with one real angle \(t\) for the whole grid.

```lean
/-- The orbital `ψ` multiplied by the global phase `exp (i t)`. -/
def rotate (t : ℝ) (ψ : n → ℂ) : n → ℂ := fun x => exp (t * I) * ψ x
```

The squared norm is \(W(\psi)=\sum_x|\psi(x)|^2\). It is not fixed to 1, so the results apply to unnormalised orbitals.

```lean
/-- The squared norm of an orbital on a finite grid. -/
def weight (ψ : n → ℂ) : ℝ := ∑ x, ‖ψ x‖ ^ 2
```

The part of it carried by the imaginary part is \(J(\psi)=\sum_x(\operatorname{Im}\psi(x))^2\).

```lean
/-- The squared norm of the imaginary part of an orbital. -/
def imagWeight (ψ : n → ℂ) : ℝ := ∑ x, (ψ x).im ^ 2
```

The self-overlap is \(S(\psi)=\sum_x\psi(x)^2\). Neither factor is conjugated, so \(S\) is in general complex and depends on the global phase.

```lean
/-- The sum of the squares of the orbital values, without complex conjugation. -/
def selfOverlap (ψ : n → ℂ) : ℂ := ∑ x, ψ x ^ 2
```

The quantity of interest is \(R(\psi)=\inf_t J(e^{it}\psi)\), the imaginary weight that survives the best choice of phase. It is defined as an infimum; that some angle attains it is proved below.

```lean
/-- The infimum, over all global phases, of the squared norm of the imaginary part. -/
def residual (ψ : n → ℂ) : ℝ := ⨅ t : ℝ, imagWeight (rotate t ψ)
```

The candidate for the best angle is \(t_*=-\tfrac12\arg S(\psi)\).

```lean
/-- A global-phase angle that, applied to the orbital, makes its self-overlap real and nonnegative.
-/
def optimalAngle (ψ : n → ℂ) : ℝ := -(arg (selfOverlap ψ)) / 2
```

At the \(\Gamma\) point, a Hamiltonian that is real in position space allows its orbitals to be chosen real. For a single orbital on a finite grid, \(R\) measures how far from real the orbital remains after the best global phase.

## Imaginary weight from the self-overlap

Write \(\psi(x)=a+ib\) at one grid point. Then \(|\psi(x)|^2=a^2+b^2\) and \(\operatorname{Re}\psi(x)^2=a^2-b^2\), so

\[
b^2=\frac{|\psi(x)|^2-\operatorname{Re}\psi(x)^2}{2}.
\]

Summing over \(x\) gives \(J(\psi)=\tfrac12\bigl(W(\psi)-\operatorname{Re}S(\psi)\bigr)\). The proof merges the sums into one and leaves the pointwise identity to `ring`.

```lean
/-- The imaginary part carries half the difference between the squared norm and the real part
of the self-overlap. -/
theorem imagWeight_eq (ψ : n → ℂ) :
    imagWeight ψ = (weight ψ - (selfOverlap ψ).re) / 2 := by
  unfold imagWeight weight selfOverlap
  rw [Complex.re_sum, ← Finset.sum_sub_distrib, Finset.sum_div]
  refine Finset.sum_congr rfl fun x _ => ?_
  rw [Complex.sq_norm, Complex.normSq_apply, pow_two (ψ x), Complex.mul_re]
  ring
```

## What a phase changes

Since \(|e^{it}|=1\), each \(|\psi(x)|^2\) is unchanged, and so is their sum: \(W(e^{it}\psi)=W(\psi)\).

```lean
/-- A global phase leaves the squared norm unchanged. -/
theorem weight_rotate (t : ℝ) (ψ : n → ℂ) : weight (rotate t ψ) = weight ψ := by
  simp [weight, rotate, Complex.norm_exp_ofReal_mul_I]
```

The self-overlap does change. From \((e^{it}\psi(x))^2=e^{2it}\psi(x)^2\), taking the common factor out of the sum gives \(S(e^{it}\psi)=e^{2it}S(\psi)\). In the proof, `h` identifies \(e^{2it}\) with \((e^{it})^2\).

```lean
/-- A global phase of angle `t` turns the self-overlap by the angle `2 t`. -/
theorem selfOverlap_rotate (t : ℝ) (ψ : n → ℂ) :
    selfOverlap (rotate t ψ) = exp ((2 * t : ℝ) * I) * selfOverlap ψ := by
  have h : exp ((2 * t : ℝ) * I) = exp (t * I) ^ 2 := by
    rw [← Complex.exp_nat_mul]
    congr 1
    push_cast
    ring
  unfold selfOverlap rotate
  rw [h, Finset.mul_sum]
  exact Finset.sum_congr rfl fun x _ => mul_pow _ _ _
```

In polar form \(S(\psi)=|S(\psi)|e^{i\theta}\), with \(\theta=\arg S(\psi)\). At \(t_*=-\theta/2\),

\[
S(e^{it_*}\psi)=e^{-i\theta}\,|S(\psi)|\,e^{i\theta}=|S(\psi)|.
\]

The polar form is `h`, the cancellation of the two phases is `h0`, and `linear_combination` joins them. If \(S(\psi)=0\), both sides are zero at any angle.

```lean
/-- At the optimal angle the self-overlap equals its own modulus. -/
theorem selfOverlap_optimal (ψ : n → ℂ) :
    selfOverlap (rotate (optimalAngle ψ) ψ) = (‖selfOverlap ψ‖ : ℂ) := by
  rw [selfOverlap_rotate]
  unfold optimalAngle
  generalize selfOverlap ψ = z
  have h := Complex.norm_mul_exp_arg_mul_I z
  have h0 : exp ((2 * (-(arg z) / 2) : ℝ) * I) * exp (arg z * I) = 1 := by
    rw [← Complex.exp_add, ← Complex.exp_zero]
    congr 1
    push_cast
    ring
  linear_combination (-exp ((2 * (-(arg z) / 2) : ℝ) * I)) * h + (‖z‖ : ℂ) * h0
```

## The minimum and its value

Combining the three identities, for every real \(t\),

\[
J(e^{it}\psi)=\frac{W(\psi)-\operatorname{Re}\bigl(e^{2it}S(\psi)\bigr)}{2}
\;\ge\;\frac{W(\psi)-|S(\psi)|}{2},
\]

because a real part never exceeds the modulus. At \(t_*\) the real part equals the modulus, and the bound is reached. `IsLeast` expresses both facts: the value belongs to the set of all \(J(e^{it}\psi)\), and it is a lower bound of that set. The two bullets of the proof establish them in this order.

```lean
/-- The least squared norm of the imaginary part of `exp (i t) ψ` over all real angles `t` is
half the difference between the squared norm and the modulus of the self-overlap. -/
theorem isLeast_imagWeight (ψ : n → ℂ) :
    IsLeast (Set.range fun t : ℝ => imagWeight (rotate t ψ))
      ((weight ψ - ‖selfOverlap ψ‖) / 2) := by
  constructor
  · -- the optimal angle attains the value
    refine ⟨optimalAngle ψ, ?_⟩
    show imagWeight (rotate (optimalAngle ψ) ψ) = _
    rw [imagWeight_eq, weight_rotate, selfOverlap_optimal, Complex.ofReal_re]
  · -- no angle does better, because a real part never exceeds the modulus
    rintro _ ⟨t, rfl⟩
    show _ ≤ imagWeight (rotate t ψ)
    have h := Complex.re_le_norm (selfOverlap (rotate t ψ))
    have hn : ‖selfOverlap (rotate t ψ)‖ = ‖selfOverlap ψ‖ := by
      rw [selfOverlap_rotate, norm_mul, Complex.norm_exp_ofReal_mul_I, one_mul]
    rw [imagWeight_eq, weight_rotate]
    linarith
```

The infimum of a set with a least element is that element, hence

\[
R(\psi)=\frac{W(\psi)-|S(\psi)|}{2}.
\]

For a normalised orbital this is \((1-|S(\psi)|)/2\), which lies between 0 and \(1/2\).

```lean
/-- The residual imaginary weight in closed form. -/
theorem residual_eq (ψ : n → ℂ) : residual ψ = (weight ψ - ‖selfOverlap ψ‖) / 2 :=
  (isLeast_imagWeight ψ).csInf_eq
```

## Orbitals that a phase makes real

Suppose \(R(\psi)=0\), and let \(s\) be an angle that attains the minimum. Then \(\sum_x(\operatorname{Im}e^{is}\psi(x))^2=0\). A sum of nonnegative terms vanishes only if each term does, so \(r(x)=e^{is}\psi(x)\) is real at every point, and \(\psi(x)=e^{-is}r(x)\).

Conversely, suppose \(\psi(x)=e^{it}r(x)\) with \(r\) real. Rotating by \(-t\) gives back \(r\), whose imaginary weight is zero. The minimum is therefore at most zero; being a sum of squares, it is also at least zero.

In Lean, `hs` says that the angle `s` attains the minimum, `hmin` is the lower bound, and `hinv` cancels opposite phases. The real orbital is the function `r : n → ℝ`, and the same `t` serves all grid points.

```lean
/-- The residual imaginary weight vanishes exactly when the orbital is a global phase times a
real orbital. -/
theorem residual_eq_zero_iff (ψ : n → ℂ) :
    residual ψ = 0 ↔ ∃ (t : ℝ) (r : n → ℝ), ∀ x, ψ x = exp (t * I) * r x := by
  have hinv : ∀ s : ℝ, exp ((-s : ℝ) * I) * exp (s * I) = 1 := by
    intro s
    rw [← Complex.exp_add, ← Complex.exp_zero]
    congr 1
    push_cast
    ring
  rw [residual_eq]
  obtain ⟨⟨s, hs⟩, hmin⟩ := isLeast_imagWeight ψ
  change imagWeight (rotate s ψ) = _ at hs
  constructor
  · -- a vanishing sum of squares makes every rotated value real
    intro h
    rw [h] at hs
    unfold imagWeight at hs
    rw [Finset.sum_eq_zero_iff_of_nonneg (fun x _ => sq_nonneg _)] at hs
    refine ⟨-s, fun x => (rotate s ψ x).re, fun x => ?_⟩
    have him : (rotate s ψ x).im = 0 := pow_eq_zero_iff (two_ne_zero) |>.mp
      (hs x (Finset.mem_univ x))
    have hre : ((rotate s ψ x).re : ℂ) = exp (s * I) * ψ x :=
      Complex.ext (Complex.ofReal_re _) (by rw [Complex.ofReal_im]; exact him.symm)
    rw [hre, ← mul_assoc, hinv, one_mul]
  · -- undoing the phase leaves no imaginary part
    rintro ⟨t, r, h⟩
    have hz : imagWeight (rotate (-t) ψ) = 0 := by
      unfold imagWeight
      refine Finset.sum_eq_zero fun x _ => ?_
      have hx : rotate (-t) ψ x = (r x : ℂ) := by
        unfold rotate
        rw [h x, ← mul_assoc, hinv, one_mul]
      rw [hx, Complex.ofReal_im]
      norm_num
    have hle := hmin ⟨-t, rfl⟩
    change _ ≤ imagWeight (rotate (-t) ψ) at hle
    have hnn : 0 ≤ imagWeight (rotate s ψ) := Finset.sum_nonneg fun x _ => sq_nonneg _
    linarith
```

## Orbitals that no phase improves

The other extreme is read off the closed form: \(\tfrac12(W-|S|)=\tfrac12W\) holds exactly when \(|S|=0\), that is, when \(S=0\). Then \(J(e^{it}\psi)=W/2\) at every angle, and all phases are equally good. The zero orbital belongs to both extremes; a nonzero orbital can belong to only one.

```lean
/-- The residual imaginary weight is half the squared norm exactly when the self-overlap
vanishes. -/
theorem residual_eq_half_iff (ψ : n → ℂ) :
    residual ψ = weight ψ / 2 ↔ selfOverlap ψ = 0 := by
  rw [residual_eq, ← norm_eq_zero]
  constructor <;> intro h <;> linarith
```

## Two orthogonal real functions

At \(t_*\) write \(e^{it_*}\psi(x)=u(x)+iv(x)\) with \(u\) and \(v\) real. Since \(\operatorname{Im}(u+iv)^2=2uv\) at each point,

\[
2\sum_x u(x)v(x)=\operatorname{Im}S(e^{it_*}\psi)=\operatorname{Im}|S(\psi)|=0 .
\]

The proof takes the imaginary part of the identity for the self-overlap at the optimal angle (`h`) and expands it point by point (`h2`).

```lean
/-- At the optimal angle the real and imaginary parts of the orbital are orthogonal. -/
theorem re_im_orthogonal (ψ : n → ℂ) :
    ∑ x, (rotate (optimalAngle ψ) ψ x).re * (rotate (optimalAngle ψ) ψ x).im = 0 := by
  have h := congrArg Complex.im (selfOverlap_optimal ψ)
  rw [Complex.ofReal_im, selfOverlap, Complex.im_sum] at h
  have h2 : ∑ x, (rotate (optimalAngle ψ) ψ x ^ 2).im =
      2 * ∑ x, (rotate (optimalAngle ψ) ψ x).re * (rotate (optimalAngle ψ) ψ x).im := by
    rw [Finset.mul_sum]
    refine Finset.sum_congr rfl fun x _ => ?_
    rw [pow_two, Complex.mul_im]
    ring
  linarith
```

If \(\psi\) is an eigenvector of a real symmetric matrix, then \(u\) and \(v\), where nonzero, are eigenvectors with the same eigenvalue, so a degenerate level can supply two orthogonal real orbitals from one complex orbital. Their squared norms are \((W+|S|)/2\) and \((W-|S|)/2\), so they still need normalising. The quantity \(R\) itself concerns one phase applied to one orbital; it does not measure what mixing several degenerate orbitals can achieve.

## Plane waves on a ring

Number the points of a ring \(x=0,\dots,N-1\), and let \(k\) be an integer wave number. The plane wave is

\[
\psi_k(x)=e^{2\pi i kx/N}.
\]

Every value has modulus 1, so \(W(\psi_k)=N\); dividing by \(\sqrt N\) normalises the wave.

```lean
/-- The plane wave with integer wave number `k` on a ring of `N ≥ 1` grid points. -/
def planeWave (N : ℕ) (k : ℤ) : Fin N → ℂ :=
  fun x => exp (2 * Real.pi * I * k * (x : ℕ) / N)
```

Put \(\zeta=e^{2\pi i(2k)/N}\). Then \(\psi_k(x)^2=\zeta^x\), and the self-overlap is a geometric sum:

\[
S(\psi_k)=\sum_{x=0}^{N-1}\zeta^x .
\]

Moreover \(\zeta^N=e^{2\pi i(2k)}=1\), and \(\zeta=1\) exactly when \(2k/N\) is an integer. There are two cases.

- If \(N\nmid 2k\), then \(\zeta\neq1\) and \(S(\psi_k)=(\zeta^N-1)/(\zeta-1)=0\).
- If \(N\mid 2k\), then every term is 1 and \(S(\psi_k)=N\neq0\).

By the criterion \(S=0\), the residual is half the squared norm exactly when \(N\nmid 2k\). It is then \(N/2\), or \(1/2\) for the normalised wave. The steps `hS`, `h1` and `hpow` are the geometric sum, the condition for \(\zeta=1\), and \(\zeta^N=1\).

```lean
/-- On a ring of `N ≥ 1` points, a plane wave keeps half its squared norm in the imaginary part
at best exactly when `N` does not divide `2 k`. -/
theorem planeWave_residual_iff (N : ℕ) (hN : 0 < N) (k : ℤ) :
    residual (planeWave N k) = weight (planeWave N k) / 2 ↔ ¬ (N : ℤ) ∣ 2 * k := by
  have hN' : (N : ℂ) ≠ 0 := Nat.cast_ne_zero.mpr hN.ne'
  obtain ⟨ζ, hζ⟩ : ∃ ζ : ℂ, ζ = exp (2 * Real.pi * I * (2 * k) / N) := ⟨_, rfl⟩
  -- the self-overlap is a geometric sum
  have hS : selfOverlap (planeWave N k) = ∑ i ∈ Finset.range N, ζ ^ i := by
    rw [← Fin.sum_univ_eq_sum_range (fun i => ζ ^ i) N]
    unfold selfOverlap planeWave
    refine Finset.sum_congr rfl fun x _ => ?_
    rw [hζ, ← Complex.exp_nat_mul, ← Complex.exp_nat_mul]
    congr 1
    push_cast
    ring
  have h1 : ζ = 1 ↔ (N : ℤ) ∣ 2 * k := by
    rw [hζ, Complex.exp_eq_one_iff]
    constructor
    · rintro ⟨m, hm⟩
      rw [div_eq_iff hN'] at hm
      have h2 : (2 * k : ℂ) = N * m := by
        apply mul_left_cancel₀ Complex.two_pi_I_ne_zero
        linear_combination hm
      exact ⟨m, by exact_mod_cast h2⟩
    · rintro ⟨m, hm⟩
      have h2 : (2 * k : ℂ) = N * m := by exact_mod_cast hm
      refine ⟨m, ?_⟩
      rw [div_eq_iff hN']
      linear_combination (2 * Real.pi * I) * h2
  have hpow : ζ ^ N = 1 := by
    rw [hζ, ← Complex.exp_nat_mul, Complex.exp_eq_one_iff]
    refine ⟨2 * k, ?_⟩
    push_cast
    rw [mul_div_assoc', div_eq_iff hN']
    ring
  rw [residual_eq_half_iff, hS, ← h1]
  constructor
  · intro h hz
    exact hN' (by simpa [hz] using h)
  · intro hz
    rw [geom_sum_eq hz, hpow, sub_self, zero_div]

end

end GammaPointOrbitals
```

The divisibility condition separates travelling waves from those that are already real. For \(N=2\) and \(k=1\) the values are \(1,-1\): this is the alternating wave, with \(S=2=W\) and \(R=0\). The constant wave \(k=0\) is real as well. On rings of one or two points every integer \(k\) gives a real wave, so the smallest ring with a travelling wave has three points, for instance with \(k=1\).

The hypothesis `hN : 0 < N` excludes the empty ring, where the equivalence can fail. Take \(N=0\) and \(k=0\). The squared norm is an empty sum, and so is the imaginary weight at every angle, whose infimum is the residual. The left side therefore reads \(0=0\) and is true. The right side says that 0 does not divide 0, which is false.

```lean
#print axioms GammaPointOrbitals.residual_eq_zero_iff
#print axioms GammaPointOrbitals.re_im_orthogonal
#print axioms GammaPointOrbitals.planeWave_residual_iff
```

```
'GammaPointOrbitals.residual_eq_zero_iff' depends on axioms: [propext, Classical.choice, Quot.sound]
'GammaPointOrbitals.re_im_orthogonal' depends on axioms: [propext, Classical.choice, Quot.sound]
'GammaPointOrbitals.planeWave_residual_iff' depends on axioms: [propext, Classical.choice, Quot.sound]
```
